# The trace of a vector-valued dipole matrix is invariant under orthogonal mixing of finitely many states

For finitely many states indexed by `n`, the dipole matrix `μ` has entries `μ k l` in a real inner product space `V`, with no symmetry assumed, and its trace is the vector sum of the diagonal entries `μ i i`. A real square matrix `U` mixes the states, giving the matrix `rotate U μ` with entries ∑ₖₗ `U k i` `U l j` `μ k l`, that is Uᵀ μ U. The theorem `trace_rotate` states that if `Uᵀ * U = 1`, the sum of the diagonal dipoles is the same before and after mixing. The attempt turns `Uᵀ * U = 1` into `U * Uᵀ = 1` by `mul_eq_one_comm`, reads off the (k, l) entry with two uses of `congrFun` to get orthonormality of the rows, then exchanges sums and collapses the Kronecker delta.

In Lean, a first try:

```lean
import Mathlib

open Finset Matrix Real

namespace BoysDiabatization

noncomputable section

variable {n : Type*} [Fintype n] [LinearOrder n]
variable {V : Type*} [NormedAddCommGroup V] [InnerProductSpace ℝ V]

/-- The vector-valued trace of the dipole matrix. -/
def dipoleTrace (μ : n → n → V) : V := ∑ i, μ i i

/-- The dipole matrix `Uᵀ μ U` in the basis of states given by the columns of `U`. -/
def rotate (U : Matrix n n ℝ) (μ : n → n → V) (i j : n) : V :=
  ∑ k, ∑ l, (U k i * U l j) • μ k l

/-- The trace of the dipole matrix is invariant under orthogonal mixing of the states. -/
theorem trace_rotate {U : Matrix n n ℝ} (hU : Uᵀ * U = 1) (μ : n → n → V) :
    dipoleTrace (rotate U μ) = dipoleTrace μ := by
  have h : ∀ k l, ∑ i, U k i * U l i = if k = l then 1 else 0 := fun k l => by
    have := congrFun (congrFun (mul_eq_one_comm.mp hU) k) l
    simpa [Matrix.mul_apply, Matrix.one_apply] using this
  unfold dipoleTrace rotate
  rw [Finset.sum_comm]
  refine Finset.sum_congr rfl fun k _ => ?_
  rw [Finset.sum_comm]
  simp_rw [← Finset.sum_smul, h]
  simp [ite_smul]

end

end BoysDiabatization
```

The error:

```
Main.lean:23:21: error: Application type mismatch: The argument
  congrFun (mul_eq_one_comm.mp ?m.71) k
has type
  (?m.68 * ?m.67) k = 1 k
but is expected to have type
  ?m.58 = ?m.59
in the application
  congrFun (congrFun (mul_eq_one_comm.mp ?m.71) k)
Main.lean:22:2: error: stuck at solving universe constraint
  ?u.63 + 1 =?= imax (u_1 + 1) ?u.61
while trying to unify
  Eq.{imax (u_1 + 1) ?u.61} (HMul.hMul.{?u.63, ?u.63, ?u.63} ?m.68 ?m.67) (OfNat.ofNat.{?u.63} 1) : Prop
with
  Eq.{?u.63 + 1} (HMul.hMul.{?u.63, ?u.63, ?u.63} ?m.68 ?m.67) (OfNat.ofNat.{?u.63} 1) : Prop
Main.lean:21:45: error: stuck at solving universe constraint
  ?u.63 + 1 =?= imax (u_1 + 1) ?u.61
while trying to unify
  Eq.{imax (u_1 + 1) ?u.61} (HMul.hMul.{?u.63, ?u.63, ?u.63} ?m.68 ?m.67) (OfNat.ofNat.{?u.63} 1) : Prop
with
  Eq.{?u.63 + 1} (HMul.hMul.{?u.63, ?u.63, ?u.63} ?m.68 ?m.67) (OfNat.ofNat.{?u.63} 1) : Prop
```

As a diff, the version that Lean accepts:

```diff
@@ -21,5 +21,6 @@
     dipoleTrace (rotate U μ) = dipoleTrace μ := by
   have h : ∀ k l, ∑ i, U k i * U l i = if k = l then 1 else 0 := fun k l => by
-    have := congrFun (congrFun (mul_eq_one_comm.mp hU) k) l
+    have hU' : U * Uᵀ = 1 := mul_eq_one_comm.mp hU
+    have : (U * Uᵀ) k l = (1 : Matrix n n ℝ) k l := by rw [hU']
     simpa [Matrix.mul_apply, Matrix.one_apply] using this
   unfold dipoleTrace rotate
```

Cause. All three messages come from the line with the nested `congrFun`, which has no expected type. As `mul_eq_one_comm.mp ?m.71` shows, `hU` has not yet been elaborated, so the factors `?m.68`, `?m.67` and their common type, in universe `?u.63`, are unknown.

The inner `congrFun` needs an equation in a function type over `n`, of sort `imax (u_1 + 1) ?u.61`, while the product equation lives in sort `?u.63 + 1`. With both levels unknown this constraint cannot be solved, and it is reported as stuck at the enclosing `have` and at the theorem's `by`. The first message is the outer `congrFun` failing to unify `(?m.68 * ?m.67) k = 1 k`, whose type is still undetermined, with the equation between functions that it expects.

The repair states `hU' : U * Uᵀ = 1` explicitly. This fixes the type as `Matrix n n ℝ` and both factors when `mul_eq_one_comm.mp hU` is elaborated. The entrywise equation is then written out, with `1` ascribed its matrix type, and proved by `rw [hU']`, which makes both sides identical, so `congrFun` is no longer used. The following `simpa` is unchanged.
